# The time derivative of the odd operator keeps the Foldy–Wouthuysen spin-orbit term covariant for finite matrices

A time-dependent unitary change of basis leaves the spin-orbit and Darwin term of the Foldy–Wouthuysen Hamiltonian covariant, provided that the term contains the time derivative of the odd operator. If that derivative is dropped and the odd operator is Hermitian, covariance survives only under a commutation condition. For site-dependent phases, the condition fails as soon as the odd operator couples two sites whose phases run at different rates.

This concerns real-time two-component propagation with a time-dependent vector potential, here for finite matrices and a Hamiltonian truncated at low order in $1/m$.

## Operators and their transformation

Operators are complex matrices indexed by a finite set `n`, in units $\hbar=c=1$. A dot denotes the time derivative, $\dagger$ the conjugate transpose (`ᴴ`).

```lean
import Mathlib

open scoped Matrix ComplexOrder

namespace TimeDependentFoldyWouthuysen

noncomputable section

variable {n : Type*} [Fintype n]
```

The commutator is $[A,B]=AB-BA$.

```lean
/-- The commutator `[A, B]`. -/
def comm (A B : Matrix n n ℂ) : Matrix n n ℂ := A * B - B * A
```

Differentiability and the derivative are taken entry by entry. Lean's `deriv` is zero where no derivative exists, so `dt` has its physical meaning only for differentiable entries.

```lean
/-- Every matrix element of `A` is differentiable at time `t`. -/
def EntryDiff (A : ℝ → Matrix n n ℂ) (t : ℝ) : Prop :=
  ∀ i j, DifferentiableAt ℝ (fun s => A s i j) t

/-- The time derivative of a matrix, element by element, for differentiable elements. -/
def dt (A : ℝ → Matrix n n ℂ) (t : ℝ) : Matrix n n ℂ :=
  Matrix.of fun i j => deriv (fun s => A s i j) t
```

Let $O$ be the odd operator, $V$ the even one and $G$ the transformation. With $K=\dot G G^\dagger$, the transformed operators are $\tilde O=GOG^\dagger$ (`rotate`) and $\tilde V=GVG^\dagger+iK$ (`potential`).

```lean
/-- The transformed odd operator `G O Gᴴ`. -/
def rotate (G O : ℝ → Matrix n n ℂ) (t : ℝ) : Matrix n n ℂ := G t * O t * (G t)ᴴ

/-- The transformed even operator `G V Gᴴ + i G' Gᴴ`, for differentiable `G`. -/
def potential (G V : ℝ → Matrix n n ℂ) (t : ℝ) : Matrix n n ℂ :=
  G t * V t * (G t)ᴴ + Complex.I • (dt G t * (G t)ᴴ)
```

The combination under study is $F=[O,V]+i\dot O$, and $\tilde F$ is the same expression in $\tilde O,\tilde V$. In continuous space, where the operators are no longer finite matrices, a Dirac particle of charge $q$ has $O=\boldsymbol\alpha\cdot(\mathbf p-q\mathbf A)$ and $V=q\phi$, and $F$ equals $iq\,\boldsymbol\alpha\cdot\mathbf E$: the commutator supplies $-\nabla\phi$ and the derivative supplies $-\dot{\mathbf A}$.

```lean
/-- The combination `[O, V] + i O'`, for differentiable `O`. -/
def field (O V : ℝ → Matrix n n ℂ) (t : ℝ) : Matrix n n ℂ :=
  comm (O t) (V t) + Complex.I • dt O t
```

## (a) Differentiating a matrix product

**Task.** For differentiable $A,B$, show that $AB$ is differentiable and
$$\tfrac{d}{dt}(AB)=\dot A B+A\dot B .$$

**Solution.** Differentiate $(AB)_{ij}=\sum_k A_{ik}B_{kj}$ term by term. This gives $\sum_k(\dot A_{ik}B_{kj}+A_{ik}\dot B_{kj})$, which is `h` in the code.

```lean
/-- A product of differentiable matrices is differentiable and obeys the Leibniz rule,
with the order of the factors kept. -/
theorem dt_mul {A B : ℝ → Matrix n n ℂ} {t : ℝ} (hA : EntryDiff A t) (hB : EntryDiff B t) :
    EntryDiff (fun s => A s * B s) t ∧
      dt (fun s => A s * B s) t = dt A t * B t + A t * dt B t := by
  have h : ∀ i j, HasDerivAt (fun s => (A s * B s) i j)
      (∑ k, (dt A t i k * B t k j + A t i k * dt B t k j)) t := by
    intro i j
    simp only [Matrix.mul_apply]
    exact HasDerivAt.fun_sum fun k _ => (hA i k).hasDerivAt.fun_mul (hB k j).hasDerivAt
  refine ⟨fun i j => (h i j).differentiableAt, ?_⟩
  ext i j
  refine (h i j).deriv.trans ?_
  simp only [Matrix.add_apply, Matrix.mul_apply, Finset.sum_add_distrib]
```

## (b) A vanishing double commutator

**Task.** For Hermitian $A$, show
$$[A,[A,X]]=0\ \Rightarrow\ [A,X]=0 .$$

**Solution.** Put $C=[A,X]$, so $AC=CA$ and $C^\dagger=X^\dagger A-AX^\dagger$. Then
$$\operatorname{tr}C^\dagger C=\operatorname{tr}X^\dagger AC-\operatorname{tr}AX^\dagger C=\operatorname{tr}X^\dagger CA-\operatorname{tr}AX^\dagger C=0$$
by cyclicity. Since $\operatorname{tr}C^\dagger C=\sum_{jk}|C_{jk}|^2$, $C=0$. The `rw` chain performs these steps.

For arbitrary complex $A$ the implication is false. Take $A=\begin{pmatrix}0&1\\0&0\end{pmatrix}$ and $X=\operatorname{diag}(1,0)$: then $[A,X]=-A\neq0$, yet $[A,[A,X]]=0$.

```lean
/-- If a Hermitian `A` commutes with `[A, X]`, then it commutes with `X`. -/
theorem comm_eq_zero_of_double {A X : Matrix n n ℂ} (hA : A.IsHermitian)
    (h : comm A (comm A X) = 0) : comm A X = 0 := by
  have h' : A * comm A X = comm A X * A := sub_eq_zero.1 h
  have hs : (comm A X)ᴴ = Xᴴ * A - A * Xᴴ := by
    simp only [comm, Matrix.conjTranspose_sub, Matrix.conjTranspose_mul, hA.eq]
  -- the Hilbert-Schmidt norm of the commutator vanishes
  rw [← Matrix.trace_conjTranspose_mul_self_eq_zero_iff, hs, sub_mul, Matrix.trace_sub,
    mul_assoc, h', mul_assoc A, Matrix.trace_mul_comm A, mul_assoc, sub_self]
```

## The Hamiltonian

With mass $m\neq0$ and the Dirac matrix $\beta$,
$$H=\beta\Big(m+\frac{O^2}{2m}-\frac{O^4}{8m^3}\Big)+V-\frac{1}{8m^2}[O,F].$$
This form is taken as a definition; the expansion leading to it is not derived. Nor do the proofs require that $O$ anticommute, or $V$ commute, with $\beta$.

```lean
variable [DecidableEq n]

/-- The Foldy-Wouthuysen Hamiltonian `β (m + O²/2m - O⁴/8m³) + V - [O, [O, V] + i O']/8m²`, for mass
`m ≠ 0` and differentiable `O`. -/
def fwHamiltonian (m : ℝ) (β : Matrix n n ℂ) (O V : ℝ → Matrix n n ℂ) (t : ℝ) :
    Matrix n n ℂ :=
  β * ((m : ℂ) • (1 : Matrix n n ℂ) + (1 / (2 * m) : ℂ) • O t ^ 2
    - (1 / (8 * m ^ 3) : ℂ) • O t ^ 4) + V t
    - (1 / (8 * m ^ 2) : ℂ) • comm (O t) (field O V t)
```

## (c) Products in a rotated basis

**Task.** For $U^\dagger U=1$, show
$$(UAU^\dagger)(UBU^\dagger)=UABU^\dagger .$$

**Solution.** The inner factor $U^\dagger U$ is the identity. `linear_combination` inserts this relation, and `noncomm_ring` checks the rest without reordering factors.

```lean
/-- A unitary change of basis respects products of operators. -/
theorem conj_mul {U : Matrix n n ℂ} (hU : Uᴴ * U = 1) (A B : Matrix n n ℂ) :
    (U * A * Uᴴ) * (U * B * Uᴴ) = U * (A * B) * Uᴴ := by
  linear_combination (norm := noncomm_ring) U * A * hU * (B * Uᴴ)
```

## (d) The rate of change of the rotated odd operator

**Task.** For differentiable $O$ and $G$, with $G$ unitary at all times, show
$$\dot{\tilde O}=G\dot OG^\dagger-[\tilde O,K].$$

**Solution.** By (a), used twice,
$$\dot{\tilde O}=\dot GOG^\dagger+G\dot OG^\dagger+GO\dot G^\dagger .$$
Differentiating $GG^\dagger=1$ gives $\dot GG^\dagger+G\dot G^\dagger=0$ (`u`), hence $\dot G^\dagger=-G^\dagger K$ (`k`). The last term is therefore $-\tilde OK$. Inserting $G^\dagger G=1$ in the first gives $\dot GG^\dagger GOG^\dagger=K\tilde O$. Together they form $-[\tilde O,K]$.

```lean
/-- For differentiable `O` and differentiable unitary `G`, the transformed odd operator changes in
time at the rate `G O' Gᴴ - [O~, G' Gᴴ]`. -/
theorem dt_rotate {G O : ℝ → Matrix n n ℂ} {t : ℝ}
    (hG : ∀ s, G s ∈ Matrix.unitaryGroup n ℂ) (hGd : EntryDiff G t) (hO : EntryDiff O t) :
    dt (rotate G O) t
      = G t * dt O t * (G t)ᴴ - comm (rotate G O t) (dt G t * (G t)ᴴ) := by
  have hu : (G t)ᴴ * G t = 1 := Matrix.mem_unitaryGroup_iff'.1 (hG t)
  have hGs : EntryDiff (fun s => (G s)ᴴ) t :=
    fun i j => (hGd j i).hasDerivAt.star.differentiableAt
  have eGs : dt (fun s => (G s)ᴴ) t = (dt G t)ᴴ := by
    ext i j
    exact (hGd j i).hasDerivAt.star.deriv
  obtain ⟨hGO, eGO⟩ := dt_mul hGd hO
  have e : dt (rotate G O) t = (dt G t * O t + G t * dt O t) * (G t)ᴴ
      + G t * O t * (dt G t)ᴴ := by
    rw [← eGO, ← eGs]
    exact (dt_mul hGO hGs).2
  -- differentiate the unitarity relation
  have hone : (fun s => G s * (G s)ᴴ) = fun _ => (1 : Matrix n n ℂ) :=
    funext fun s => Matrix.mem_unitaryGroup_iff.1 (hG s)
  have u : dt G t * (G t)ᴴ + G t * (dt G t)ᴴ = 0 := by
    calc _ = dt (fun s => G s * (G s)ᴴ) t := by
          rw [← eGs]
          exact (dt_mul hGd hGs).2.symm
      _ = 0 := by
          rw [hone]
          ext i j
          simp [dt]
  have k : (dt G t)ᴴ = -((G t)ᴴ * dt G t * (G t)ᴴ) := by
    linear_combination (norm := noncomm_ring) (G t)ᴴ * u - hu * (dt G t)ᴴ
  rw [e, k]
  simp only [comm, rotate]
  linear_combination (norm := noncomm_ring) -(dt G t * hu * (O t * (G t)ᴴ))
```

## (e) The commutator alone

**Task.** For $G$ unitary at time $t$, show
$$[\tilde O,\tilde V]=G[O,V]G^\dagger+[\tilde O,iK].$$

**Solution.** Split $\tilde V$ into its two terms. By (c), $[\tilde O,GVG^\dagger]=G[O,V]G^\dagger$; the other term is left as it stands. The code calls it `W`, since its form plays no role.

```lean
/-- For differentiable unitary `G`, the commutator of the transformed operators is
`[O~, V~] = G [O, V] Gᴴ + [O~, i G' Gᴴ]`. -/
theorem comm_gauge {G : ℝ → Matrix n n ℂ} {t : ℝ} (hG : G t ∈ Matrix.unitaryGroup n ℂ)
    (O V : ℝ → Matrix n n ℂ) :
    comm (rotate G O t) (potential G V t) = G t * comm (O t) (V t) * (G t)ᴴ
      + comm (rotate G O t) (Complex.I • (dt G t * (G t)ᴴ)) := by
  have hu : (G t)ᴴ * G t = 1 := Matrix.mem_unitaryGroup_iff'.1 hG
  simp only [comm, rotate, potential]
  generalize Complex.I • (dt G t * (G t)ᴴ) = W
  linear_combination (norm := noncomm_ring)
    G t * O t * hu * (V t * (G t)ᴴ) - G t * V t * hu * (O t * (G t)ᴴ)
```

## (f) Restoring the time derivative

**Task.** Under the hypotheses of (d), show
$$\tilde F=GFG^\dagger .$$

**Solution.** Multiply (d) by $i$ and add (e):
$$\tilde F=G[O,V]G^\dagger+i[\tilde O,K]+iG\dot OG^\dagger-i[\tilde O,K]=GFG^\dagger .$$

```lean
/-- For differentiable `O` and differentiable unitary `G`, the combination with the time
derivative is covariant: `[O~, V~] + i O~' = G ([O, V] + i O') Gᴴ`. -/
theorem field_gauge {G O : ℝ → Matrix n n ℂ} {t : ℝ}
    (hG : ∀ s, G s ∈ Matrix.unitaryGroup n ℂ) (hGd : EntryDiff G t) (hO : EntryDiff O t)
    (V : ℝ → Matrix n n ℂ) :
    field (rotate G O) (potential G V) t = G t * field O V t * (G t)ᴴ := by
  unfold field
  rw [comm_gauge (hG t), dt_rotate hG hGd hO]
  simp only [comm, Matrix.mul_smul, Matrix.smul_mul, mul_add, add_mul, smul_sub]
  abel
```

## (g) The whole Hamiltonian

**Task.** Let $G$ also commute with $\beta$. Show that $\tilde H$, built from $\tilde O,\tilde V$, satisfies
$$\tilde H=GHG^\dagger+iK .$$

**Solution.** By (c), $\tilde O^2=GO^2G^\dagger$ and $\tilde O^4=GO^4G^\dagger$ (`h2`, `h4`). By (c) and (f), $[\tilde O,\tilde F]=G[O,F]G^\dagger$ (`hc`). Since $\beta G=G\beta$, $\beta GXG^\dagger=G\beta XG^\dagger$ for every $X$ (`hX`), and $G\beta G^\dagger=\beta$ (`h1`). Only $\tilde V$ contributes an extra term, $iK$. This is the law that the Schrödinger equation requires for $\tilde\psi=G\psi$.

```lean
/-- If the differentiable unitary `G` commutes with `β` and `O` is differentiable, the
Foldy-Wouthuysen Hamiltonian `H` built from `O`, `V` becomes `G H Gᴴ + i G' Gᴴ`. -/
theorem fwHamiltonian_gauge {G O : ℝ → Matrix n n ℂ} {t : ℝ} {β : Matrix n n ℂ}
    (hG : ∀ s, G s ∈ Matrix.unitaryGroup n ℂ) (hGd : EntryDiff G t) (hO : EntryDiff O t)
    (hb : β * G t = G t * β) (m : ℝ) (V : ℝ → Matrix n n ℂ) :
    fwHamiltonian m β (rotate G O) (potential G V) t
      = G t * fwHamiltonian m β O V t * (G t)ᴴ + Complex.I • (dt G t * (G t)ᴴ) := by
  have hu : (G t)ᴴ * G t = 1 := Matrix.mem_unitaryGroup_iff'.1 (hG t)
  have hu' : G t * (G t)ᴴ = 1 := Matrix.mem_unitaryGroup_iff.1 (hG t)
  have h2 : rotate G O t ^ 2 = G t * O t ^ 2 * (G t)ᴴ := by
    rw [pow_two, pow_two]
    exact conj_mul hu _ _
  have p4 : ∀ X : Matrix n n ℂ, X ^ 4 = X ^ 2 * X ^ 2 := fun X => pow_add X 2 2
  have h4 : rotate G O t ^ 4 = G t * O t ^ 4 * (G t)ᴴ := by
    rw [p4, h2, conj_mul hu, ← p4]
  -- the spin-orbit and Darwin term is covariant
  have hc : comm (rotate G O t) (field (rotate G O) (potential G V) t)
      = G t * comm (O t) (field O V t) * (G t)ᴴ := by
    rw [field_gauge hG hGd hO]
    simp only [comm, rotate]
    rw [conj_mul hu, conj_mul hu, mul_sub, sub_mul]
  have hX : ∀ X, β * (G t * X * (G t)ᴴ) = G t * (β * X) * (G t)ᴴ := fun X => by
    linear_combination (norm := noncomm_ring) hb * (X * (G t)ᴴ)
  have h1 : G t * β * (G t)ᴴ = β := by
    rw [← hb, mul_assoc, hu', mul_one]
  simp only [fwHamiltonian]
  rw [h2, h4, hc]
  simp only [potential, mul_add, mul_sub, add_mul, sub_mul, Matrix.mul_smul,
    Matrix.smul_mul, mul_one, hX, h1]
  abel
```

## (h) When the static form is still covariant

**Task.** For Hermitian $O$ and unitary $G$ at time $t$, show
$$[\tilde O,[\tilde O,\tilde V]]=G[O,[O,V]]G^\dagger\iff[\tilde O,K]=0 .$$

**Solution.** Taking the commutator of $\tilde O$ with (e) gives
$$[\tilde O,[\tilde O,\tilde V]]=G[O,[O,V]]G^\dagger+i[\tilde O,[\tilde O,K]].$$
Covariance thus means $[\tilde O,[\tilde O,K]]=0$. As $\tilde O$ is Hermitian, (b) turns this into $[\tilde O,K]=0$; the reverse direction is immediate.

```lean
/-- For Hermitian `O` and differentiable unitary `G`, the double commutator `[O, [O, V]]` without
the time derivative is covariant exactly when `O~` commutes with `G' Gᴴ`. -/
theorem static_covariant_iff {G O : ℝ → Matrix n n ℂ} {t : ℝ}
    (hG : G t ∈ Matrix.unitaryGroup n ℂ) (hO : (O t).IsHermitian) (V : ℝ → Matrix n n ℂ) :
    comm (rotate G O t) (comm (rotate G O t) (potential G V t))
        = G t * comm (O t) (comm (O t) (V t)) * (G t)ᴴ
      ↔ comm (rotate G O t) (dt G t * (G t)ᴴ) = 0 := by
  have hu : (G t)ᴴ * G t = 1 := Matrix.mem_unitaryGroup_iff'.1 hG
  have hH : (rotate G O t).IsHermitian := by
    change (G t * O t * (G t)ᴴ)ᴴ = G t * O t * (G t)ᴴ
    simp only [Matrix.conjTranspose_mul, Matrix.conjTranspose_conjTranspose, hO.eq, mul_assoc]
  have lin : ∀ A P X : Matrix n n ℂ, comm A (P + comm A (Complex.I • X))
      = comm A P + Complex.I • comm A (comm A X) := fun A P X => by
    simp only [comm, mul_add, add_mul, mul_sub, sub_mul, Matrix.mul_smul,
      Matrix.smul_mul, smul_sub]
    abel
  have hc : comm (rotate G O t) (G t * comm (O t) (V t) * (G t)ᴴ)
      = G t * comm (O t) (comm (O t) (V t)) * (G t)ᴴ := by
    rw [comm, rotate, conj_mul hu, conj_mul hu, ← sub_mul, ← mul_sub]
    rfl
  rw [comm_gauge hG, lin, hc, add_eq_left]
  constructor
  · intro h
    exact comm_eq_zero_of_double hH ((smul_eq_zero.1 h).resolve_left Complex.I_ne_zero)
  · intro h
    rw [h]
    simp [comm]
```

## (i) Phases that run at different rates

Let $\chi_k$ be real and let $G=\operatorname{diag}(e^{-i\chi_kt})$.

```lean
/-- The gauge transformation that gives basis state `k` the phase `exp(-i χₖ t)`. -/
def phaseGauge (χ : n → ℝ) (t : ℝ) : Matrix n n ℂ :=
  Matrix.diagonal fun k => Complex.exp (-(Complex.I * χ k) * t)
```

**Task.** Show that $G$ is unitary and differentiable, with
$$K=\operatorname{diag}(-i\chi_k).$$

**Solution.** Each diagonal entry has modulus one, so $GG^\dagger=1$. Its derivative is $-i\chi_k$ times itself, so $\dot G=\operatorname{diag}(-i\chi_k)G$; multiply by $G^\dagger$. In $\tilde V$ the term $iK$ shifts the energy of state $k$ by $\chi_k$.

```lean
/-- The phase transformation is unitary and differentiable, and `G' Gᴴ` is diagonal with
elements `-i χₖ`. -/
theorem phaseGauge_generator (χ : n → ℝ) (t : ℝ) :
    phaseGauge χ t ∈ Matrix.unitaryGroup n ℂ ∧ EntryDiff (phaseGauge χ) t ∧
      dt (phaseGauge χ) t * (phaseGauge χ t)ᴴ
        = Matrix.diagonal fun k => -(Complex.I * χ k) := by
  have hu : phaseGauge χ t * (phaseGauge χ t)ᴴ = 1 := by
    rw [phaseGauge, Matrix.diagonal_conjTranspose, Matrix.diagonal_mul_diagonal,
      ← Matrix.diagonal_one]
    congr 1
    funext k
    rw [Pi.star_apply, Complex.star_def, ← Complex.exp_conj, ← Complex.exp_add]
    simp
  have h : ∀ i j, HasDerivAt (fun s => phaseGauge χ s i j)
      (Matrix.diagonal (fun k => -(Complex.I * χ k)
        * Complex.exp (-(Complex.I * χ k) * t)) i j) t := by
    intro i j
    by_cases hij : i = j
    · subst hij
      simp only [phaseGauge, Matrix.diagonal_apply_eq]
      have h0 : HasDerivAt (fun s : ℝ => (s : ℂ)) 1 t :=
        (Complex.ofRealCLM.hasDerivAt (x := t)).congr_deriv (by simp)
      exact (h0.const_mul (-(Complex.I * χ i))).cexp.congr_deriv (by ring)
    · simp only [phaseGauge, Matrix.diagonal_apply_ne _ hij]
      exact hasDerivAt_const t 0
  have hd : dt (phaseGauge χ) t
      = Matrix.diagonal (fun k => -(Complex.I * χ k)) * phaseGauge χ t := by
    rw [phaseGauge, Matrix.diagonal_mul_diagonal]
    ext i j
    exact (h i j).deriv
  refine ⟨Matrix.mem_unitaryGroup_iff.2 hu, fun i j => (h i j).differentiableAt, ?_⟩
  rw [hd, mul_assoc, hu, mul_one]
```

## (j) The criterion for phases

**Task.** For Hermitian $O$ and this $G$, show that the static double commutator is covariant exactly when
$$O_{jk}\neq0\ \Rightarrow\ \chi_j=\chi_k\quad\text{for all }j,k .$$

**Solution.** By (h) and (i), the condition is that every element
$$[\tilde O,K]_{jk}=e^{-i\chi_jt}\,O_{jk}\,e^{i\chi_kt}\;i(\chi_j-\chi_k)$$
vanishes (`ent`). The exponentials are never zero, so $O_{jk}=0$ or $\chi_j=\chi_k$.

```lean
/-- Under the phases `exp(-i χₖ t)`, the double commutator `[O, [O, V]]` of a Hermitian `O`
is covariant exactly when `O` connects only basis states with equal `χ`. -/
theorem static_phase_iff (χ : n → ℝ) {O : ℝ → Matrix n n ℂ} {t : ℝ}
    (hO : (O t).IsHermitian) (V : ℝ → Matrix n n ℂ) :
    comm (rotate (phaseGauge χ) O t)
        (comm (rotate (phaseGauge χ) O t) (potential (phaseGauge χ) V t))
        = phaseGauge χ t * comm (O t) (comm (O t) (V t)) * (phaseGauge χ t)ᴴ
      ↔ ∀ j k, O t j k ≠ 0 → χ j = χ k := by
  obtain ⟨hG, -, hD⟩ := phaseGauge_generator χ t
  rw [static_covariant_iff hG hO, hD]
  -- each matrix element carries the difference of the two values of χ
  have ent : ∀ j k, comm (rotate (phaseGauge χ) O t)
      (Matrix.diagonal fun k => -(Complex.I * χ k)) j k
      = Complex.exp (-(Complex.I * χ j) * t) * O t j k
        * star (Complex.exp (-(Complex.I * χ k) * t))
        * (Complex.I * ((χ j : ℂ) - χ k)) := by
    intro j k
    simp only [comm, rotate, phaseGauge, Matrix.diagonal_conjTranspose, Matrix.sub_apply,
      Matrix.mul_diagonal, Matrix.diagonal_mul, Pi.star_apply]
    ring
  constructor
  · intro h j k hjk
    by_contra hne
    have e := ent j k
    rw [h] at e
    have hχ : (χ j : ℂ) - χ k ≠ 0 := sub_ne_zero.2 (by exact_mod_cast hne)
    exact mul_ne_zero (mul_ne_zero (mul_ne_zero (Complex.exp_ne_zero _) hjk)
      (star_ne_zero.2 (Complex.exp_ne_zero _))) (mul_ne_zero Complex.I_ne_zero hχ) e.symm
  · intro h
    ext j k
    rw [ent]
    by_cases hjk : O t j k = 0
    · simp [hjk]
    · simp [h j k hjk]

end

end TimeDependentFoldyWouthuysen
```

```lean
#print axioms TimeDependentFoldyWouthuysen.fwHamiltonian_gauge
-- 'TimeDependentFoldyWouthuysen.fwHamiltonian_gauge' depends on axioms: [propext, Classical.choice, Quot.sound]
#print axioms TimeDependentFoldyWouthuysen.static_covariant_iff
-- 'TimeDependentFoldyWouthuysen.static_covariant_iff' depends on axioms: [propext, Classical.choice, Quot.sound]
#print axioms TimeDependentFoldyWouthuysen.static_phase_iff
-- 'TimeDependentFoldyWouthuysen.static_phase_iff' depends on axioms: [propext, Classical.choice, Quot.sound]
```

## Two states in numbers

Take an upper component on one site and a lower component on another, with $\beta=\operatorname{diag}(1,-1)$, constant $O=\begin{pmatrix}0&1\\1&0\end{pmatrix}$, $V=0$ and $\chi=(1,0)$. Originally $F=0$. At $t=0$ the transformed operators are $\tilde O=O$ and $\tilde V=\operatorname{diag}(1,0)$, with
$$[\tilde O,\tilde V]=\begin{pmatrix}0&-1\\1&0\end{pmatrix},\qquad i\dot{\tilde O}=\begin{pmatrix}0&1\\-1&0\end{pmatrix}.$$
Their sum is zero, as (f) demands. Without the derivative, $[\tilde O,[\tilde O,\tilde V]]=\operatorname{diag}(2,-2)$, and the Hamiltonian acquires the spurious term $\operatorname{diag}(-1,1)/4m^2$.
